# The chiral soliton lattice of the sine-Gordon model has period 2kK(k)/m

A magnet with Dzyaloshinskii–Moriya exchange along one axis winds its spins into a helix. When I apply a field perpendicular to that axis, the helix deforms: within each 2π twist, the spins turn slowest where they point along the field and fastest where they point against it. With φ(x) the angle between spin and field, the model I use is φ'' = m² sin φ, where m > 0 and m² is proportional to the field. I start at φ(0) = 0 with slope 2m√(1−k²)/k, for some k between 0 and 1.

I am told that the period is 2kK(k)/m, and that k is fixed by k/E(k) = 4m/(πq0), where q0 > 0 is the zero-field helix wavenumber and K and E are the complete elliptic integrals. But I only imposed conditions at x = 0. Why must every later twist have the same length? And does the second condition have a solution at every field?

## Position as a function of angle

Every twist has the same length because position can be written as an integral over angle, and the integrand is 2π-periodic. The second condition has a solution only below a limiting field.

Write p = φ'. The quantity p² + 2m² cos φ is conserved, since its derivative is 2p m² sin φ − 2m² p sin φ = 0. Its value at x = 0 is 4m²(1−k²)/k² + 2m². Inserting cos φ = 2cos²(φ/2) − 1 gives

p² = (2m/k)² (1 − k² cos²(φ/2)).

The right side is positive because k < 1, so p never vanishes. It is continuous and starts positive, so it stays positive:

p = (2m/k) √(1 − k² cos²(φ/2)).

Let g(u) = k / (2m√(1 − k² cos²(u/2))) be the length per unit angle, and let T(a) be the integral of g from 0 to a. Since g(φ(y)) φ'(y) = 1, substitution gives

T(φ(x)) = ∫₀ˣ g(φ(y)) φ'(y) dy = x.

For a full turn, set v = u/2:

T(2π) = (k/m) ∫₀^π dv / √(1 − k² cos² v).

On the first half of this range put v = π/2 − θ, on the second v = π/2 + θ. Both turn cos² v into sin² θ, so each half contributes K(k) and T(2π) = 2kK(k)/m. Call this length ℓ.

Because g has period 2π, adding 2π to any angle adds ℓ to T:

T(φ(x) + 2π) = x + ℓ = T(φ(x + ℓ)).

Since g > 0, T is strictly increasing, so the two angles agree: φ(x + ℓ) = φ(x) + 2π for every x. If φ(L) = 2π, then L = T(φ(L)) = T(2π) = ℓ, so the first full turn ends at ℓ and nowhere else.

For the field limit, 1 − k² sin² θ ≥ cos² θ. Taking roots and integrating from 0 to π/2 gives E(k) ≥ 1. Hence k/E(k) < 1, and the condition forces 4m < πq0, that is, m² < (πq0/4)². Conversely, k/E(k) is continuous on [0, 1], is 0 at k = 0, and is 1 at k = 1, where the integrand of E becomes cos θ. It therefore takes every value strictly between 0 and 1 at some k inside the interval. Substituting k = 4mE(k)/(πq0) into ℓ gives

L = 8K(k)E(k)/(πq0).

## Profiles and moduli in Lean

```lean
import Mathlib

open Real

namespace ChiralSolitonLattice

noncomputable section

/-- Complete elliptic integral of the first kind with modulus `k`, for `k² < 1`. -/
def ellK (k : ℝ) : ℝ := ∫ θ in (0 : ℝ)..(π / 2), 1 / √(1 - k ^ 2 * sin θ ^ 2)

/-- Complete elliptic integral of the second kind with modulus `k`, for `k² ≤ 1`. -/
def ellE (k : ℝ) : ℝ := ∫ θ in (0 : ℝ)..(π / 2), √(1 - k ^ 2 * sin θ ^ 2)

/-- A spin angle `φ` with slope `p` that obeys `φ'' = m² sin φ` on the whole line, with
`φ(0) = 0` and `φ'(0) = 2m√(1-k²)/k`, for `0 < k < 1`. -/
structure IsProfile (m k : ℝ) (φ p : ℝ → ℝ) : Prop where
  slope : ∀ x, HasDerivAt φ (p x) x
  sineGordon : ∀ x, HasDerivAt p (m ^ 2 * sin (φ x)) x
  angle_zero : φ 0 = 0
  slope_zero : p 0 = 2 * m * √(1 - k ^ 2) / k

/-- The length per unit angle, `k / (2m√(1 - k² cos²(u/2)))`, at spin angle `u`,
for `m > 0` and `0 < k < 1`. -/
def invSlope (m k u : ℝ) : ℝ := k / (2 * m * √(1 - k ^ 2 * cos (u / 2) ^ 2))

variable {m k : ℝ} {φ p : ℝ → ℝ}

/-- For `0 < k < 1` the quantity `1 - k² cos² u` is positive at every angle `u`. -/
theorem radicand_pos (hk : 0 < k) (hk1 : k < 1) (u : ℝ) : 0 < 1 - k ^ 2 * cos u ^ 2 := by
  have h1 : k ^ 2 < 1 := by nlinarith
  nlinarith [mul_le_mul_of_nonneg_left (Real.cos_sq_le_one u) (sq_nonneg k)]

/-- For `0 < k < 1`, every profile with the initial data of `IsProfile` satisfies
`φ'² = (2m/k)² (1 - k² cos²(φ/2))`. -/
theorem first_integral (hk : 0 < k) (hk1 : k < 1) (h : IsProfile m k φ p) (x : ℝ) :
    p x ^ 2 = (2 * m / k) ^ 2 * (1 - k ^ 2 * cos (φ x / 2) ^ 2) := by
  -- the conserved quantity of the pendulum equation
  have hd : ∀ y, HasDerivAt (fun y => p y * p y + 2 * m ^ 2 * cos (φ y)) 0 y := fun y =>
    (((h.sineGordon y).fun_mul (h.sineGordon y)).fun_add
      ((h.slope y).cos.const_mul (2 * m ^ 2))).congr_deriv (by ring)
  have hc := is_const_of_deriv_eq_zero (fun y => (hd y).differentiableAt)
    (fun y => (hd y).deriv) x 0
  simp only [h.angle_zero, h.slope_zero, Real.cos_zero] at hc
  have hs : √(1 - k ^ 2) ^ 2 = 1 - k ^ 2 := Real.sq_sqrt (by nlinarith)
  have hcos : cos (φ x) = 2 * cos (φ x / 2) ^ 2 - 1 := by
    rw [← Real.cos_two_mul]
    congr 1
    ring
  have e : (2 * m * √(1 - k ^ 2) / k) * (2 * m * √(1 - k ^ 2) / k)
      = (2 * m / k) ^ 2 * (1 - k ^ 2) := by
    calc _ = (2 * m / k) ^ 2 * √(1 - k ^ 2) ^ 2 := by ring
      _ = _ := by rw [hs]
  have e2 : (2 * m / k) ^ 2 * k ^ 2 = 4 * m ^ 2 := by
    rw [← mul_pow, div_mul_cancel₀ _ hk.ne']
    ring
  linear_combination hc + e - 2 * m ^ 2 * hcos + (cos (φ x / 2) ^ 2 - 1) * e2

/-- For `m > 0` and `0 < k < 1` the slope of the spin angle is `(2m/k) √(1 - k² cos²(φ/2))`. -/
theorem slope_eq (hm : 0 < m) (hk : 0 < k) (hk1 : k < 1) (h : IsProfile m k φ p) (x : ℝ) :
    p x = 2 * m / k * √(1 - k ^ 2 * cos (φ x / 2) ^ 2) := by
  have hcont : Continuous p :=
    continuous_iff_continuousAt.2 fun y => (h.sineGordon y).continuousAt
  have h0 : 0 < p 0 := by
    have : 0 < √(1 - k ^ 2) := Real.sqrt_pos.2 (by nlinarith)
    rw [h.slope_zero]
    positivity
  -- a change of sign would need a zero of the slope, which the first integral forbids
  have hpos : 0 < p x := by
    by_contra hn
    obtain ⟨y, hy⟩ := mem_range_of_exists_le_of_exists_ge hcont
      ⟨x, not_lt.1 hn⟩ ⟨0, h0.le⟩
    have h1 := first_integral hk hk1 h y
    have h2 := mul_pos (pow_pos (div_pos (mul_pos two_pos hm) hk) 2)
      (radicand_pos hk hk1 (φ y / 2))
    rw [hy] at h1
    linarith
  refine (sq_eq_sq₀ hpos.le (by positivity)).mp ?_
  rw [mul_pow, Real.sq_sqrt (radicand_pos hk hk1 _).le]
  exact first_integral hk hk1 h x

/-- For `m > 0` and `0 < k < 1` the length per unit angle varies continuously with the
spin angle. -/
theorem continuous_invSlope (hm : 0 < m) (hk : 0 < k) (hk1 : k < 1) :
    Continuous (invSlope m k) := by
  unfold invSlope
  refine continuous_const.div (by fun_prop) fun u => ?_
  have := Real.sqrt_pos.2 (radicand_pos hk hk1 (u / 2))
  positivity

/-- For `m > 0` and `0 < k < 1`, the length per unit angle summed from angle `0` to `φ(x)`
gives back the position `x`. -/
theorem position_of_angle (hm : 0 < m) (hk : 0 < k) (hk1 : k < 1)
    (h : IsProfile m k φ p) (x : ℝ) : ∫ u in (0 : ℝ)..(φ x), invSlope m k u = x := by
  have hcont : Continuous p :=
    continuous_iff_continuousAt.2 fun y => (h.sineGordon y).continuousAt
  have hsub := intervalIntegral.integral_comp_mul_deriv (a := 0) (b := x)
    (fun y _ => h.slope y) hcont.continuousOn (continuous_invSlope hm hk hk1)
  have h1 : ∀ y, (invSlope m k ∘ φ) y * p y = 1 := by
    intro y
    change invSlope m k (φ y) * p y = 1
    rw [slope_eq hm hk hk1 h y, invSlope]
    have hs := (Real.sqrt_pos.2 (radicand_pos hk hk1 (φ y / 2))).ne'
    generalize √(1 - k ^ 2 * cos (φ y / 2) ^ 2) = s at hs ⊢
    field_simp
  rw [h.angle_zero] at hsub
  rw [← hsub, intervalIntegral.integral_congr (g := fun _ => (1 : ℝ)) (fun y _ => h1 y)]
  simp

/-- For `0 < k < 1`, the length per unit angle summed over one full turn is `2kK(k)/m`. -/
theorem length_of_turn (hk : 0 < k) (hk1 : k < 1) :
    ∫ u in (0 : ℝ)..(2 * π), invSlope m k u = 2 * k * ellK k / m := by
  obtain ⟨F, hF⟩ : ∃ F : ℝ → ℝ, F = fun u => 1 / √(1 - k ^ 2 * cos u ^ 2) := ⟨_, rfl⟩
  have hFc : Continuous F := by
    rw [hF]
    exact continuous_const.div (by fun_prop)
      fun u => (Real.sqrt_pos.2 (radicand_pos hk hk1 u)).ne'
  have h1 : ∀ u, invSlope m k u = k / (2 * m) * F (u / 2) := by
    intro u
    simp only [invSlope, hF]
    ring
  -- both quarter turns of the half angle contribute `K`
  have h2 : ∫ u in (0 : ℝ)..(π / 2), F u = ellK k := by
    have := intervalIntegral.integral_comp_sub_left (a := 0) (b := π / 2) F (π / 2)
    rw [sub_self, sub_zero] at this
    rw [← this, ellK]
    simp only [hF, Real.cos_pi_div_two_sub]
  have h3 : ∫ u in (π / 2)..π, F u = ellK k := by
    have := intervalIntegral.integral_comp_add_right (a := 0) (b := π / 2) F (π / 2)
    rw [zero_add, add_halves] at this
    rw [← this, ellK]
    simp only [hF, Real.cos_add_pi_div_two, neg_sq]
  have h4 := intervalIntegral.integral_add_adjacent_intervals
    (hFc.intervalIntegrable (μ := MeasureTheory.volume) 0 (π / 2))
    (hFc.intervalIntegrable (π / 2) π)
  have h5 : 2 * π / 2 = π := by ring
  simp only [h1]
  rw [intervalIntegral.integral_const_mul,
    intervalIntegral.integral_comp_div (c := 2) F two_ne_zero, zero_div, h5, smul_eq_mul,
    ← h4, h2, h3]
  ring

/-- For `m > 0` and `0 < k < 1`, the spin angle gains exactly `2π` over every stretch of
length `2kK(k)/m`, wherever the stretch begins. -/
theorem winding (hm : 0 < m) (hk : 0 < k) (hk1 : k < 1) (h : IsProfile m k φ p) (x : ℝ) :
    φ (x + 2 * k * ellK k / m) = φ x + 2 * π := by
  have hc := continuous_invSlope hm hk hk1
  have hmono : StrictMono fun a => ∫ u in (0 : ℝ)..a, invSlope m k u := by
    refine strictMono_of_deriv_pos fun a => ?_
    rw [(hc.integral_hasStrictDerivAt 0 a).hasDerivAt.deriv, invSlope]
    have := Real.sqrt_pos.2 (radicand_pos hk hk1 (a / 2))
    positivity
  have hper : Function.Periodic (invSlope m k) (2 * π) := by
    intro u
    have : (u + 2 * π) / 2 = u / 2 + π := by ring
    simp only [invSlope, this, Real.cos_add_pi, neg_sq]
  -- both angles belong to the same position
  apply hmono.injective
  change ∫ u in (0 : ℝ)..(φ (x + 2 * k * ellK k / m)), invSlope m k u
    = ∫ u in (0 : ℝ)..(φ x + 2 * π), invSlope m k u
  rw [position_of_angle hm hk hk1 h, ← intervalIntegral.integral_add_adjacent_intervals
    (hc.intervalIntegrable 0 (φ x)) (hc.intervalIntegrable (φ x) (φ x + 2 * π)),
    position_of_angle hm hk hk1 h, hper.intervalIntegral_add_eq (φ x) 0, zero_add,
    length_of_turn hk hk1]

/-- Period of the chiral soliton lattice: for `m > 0` and `0 < k < 1`, the spin angle
equals `2π` at `L` exactly when `L = 2kK(k)/m`. -/
theorem soliton_period (hm : 0 < m) (hk : 0 < k) (hk1 : k < 1) (h : IsProfile m k φ p)
    (L : ℝ) : φ L = 2 * π ↔ L = 2 * k * ellK k / m := by
  constructor
  · intro hL
    rw [← length_of_turn hk hk1, ← hL, position_of_angle hm hk hk1 h]
  · rintro rfl
    simpa [h.angle_zero] using winding hm hk hk1 h 0

/-- The complete elliptic integral of the second kind is at least `1` when `k² ≤ 1`. -/
theorem one_le_ellE (hk : k ^ 2 ≤ 1) : 1 ≤ ellE k := by
  have h1 : ∫ θ in (0 : ℝ)..(π / 2), cos θ = 1 := by simp
  rw [← h1, ellE]
  refine intervalIntegral.integral_mono_on (by positivity)
    (Real.continuous_cos.intervalIntegrable _ _)
    (Continuous.intervalIntegrable (by fun_prop) _ _) fun θ _ => ?_
  refine (le_abs_self _).trans (Real.abs_le_sqrt ?_)
  nlinarith [Real.sin_sq_add_cos_sq θ, mul_nonneg (sub_nonneg.2 hk) (sq_nonneg (sin θ))]

/-- For `m, q0 > 0`, the condition `k/E(k) = 4m/(πq0)` can be met by a modulus
`0 < k < 1` exactly when `m² < (πq0/4)²`. -/
theorem critical_field {q0 : ℝ} (hm : 0 < m) (hq : 0 < q0) :
    (∃ k, 0 < k ∧ k < 1 ∧ k / ellE k = 4 * m / (π * q0)) ↔ m ^ 2 < (π * q0 / 4) ^ 2 := by
  have hpq : 0 < π * q0 := mul_pos Real.pi_pos hq
  constructor
  · rintro ⟨k, hk, hk1, hc⟩
    have hE := one_le_ellE (k := k) (by nlinarith)
    have h1 : k / ellE k < 1 := (div_lt_one (by linarith)).2 (by linarith)
    rw [hc, div_lt_one hpq] at h1
    nlinarith
  · intro h
    have hlt : 4 * m < π * q0 := by
      by_contra hn
      nlinarith [not_lt.1 hn]
    have hEc : Continuous ellE := by
      have hu : Continuous (Function.uncurry fun k θ : ℝ => √(1 - k ^ 2 * sin θ ^ 2)) := by
        change Continuous fun z : ℝ × ℝ => √(1 - z.1 ^ 2 * sin z.2 ^ 2)
        fun_prop
      exact intervalIntegral.continuous_parametric_intervalIntegral_of_continuous' hu 0 (π / 2)
    have hE1 : ellE 1 = 1 := by
      have h1 : ∫ θ in (0 : ℝ)..(π / 2), cos θ = 1 := by simp
      unfold ellE
      refine Eq.trans ?_ h1
      refine intervalIntegral.integral_congr fun θ hθ => ?_
      rw [Set.uIcc_of_le (by positivity)] at hθ
      have h2 : 1 - (1 : ℝ) ^ 2 * sin θ ^ 2 = cos θ ^ 2 := by
        linarith [Real.sin_sq_add_cos_sq θ]
      change √(1 - (1 : ℝ) ^ 2 * sin θ ^ 2) = cos θ
      rw [h2, Real.sqrt_sq (Real.cos_nonneg_of_mem_Icc ⟨by linarith [hθ.1, Real.pi_pos], hθ.2⟩)]
    -- `k/E(k)` runs continuously from `0` to `1`
    have hf : ContinuousOn (fun k => k / ellE k) (Set.Icc 0 1) := by
      refine continuousOn_id.div hEc.continuousOn fun k hk => ?_
      have := one_le_ellE (k := k) (by nlinarith [hk.1, hk.2])
      linarith
    have hmem : 4 * m / (π * q0) ∈ Set.Ioo ((0 : ℝ) / ellE 0) (1 / ellE 1) := by
      rw [hE1, zero_div, div_one]
      exact ⟨by positivity, (div_lt_one hpq).2 hlt⟩
    obtain ⟨k, hk, hc⟩ := intermediate_value_Ioo zero_le_one hf hmem
    exact ⟨k, hk.1, hk.2, hc⟩

/-- For `m, q0 > 0` and `0 < k < 1` with `k/E(k) = 4m/(πq0)`, the length over which the
spin angle grows from `0` to `2π` is `8K(k)E(k)/(πq0)`. -/
theorem period_of_condition {q0 L : ℝ} (hm : 0 < m) (hq : 0 < q0) (hk : 0 < k) (hk1 : k < 1)
    (h : IsProfile m k φ p) (hc : k / ellE k = 4 * m / (π * q0)) (hL : φ L = 2 * π) :
    L = 8 * ellK k * ellE k / (π * q0) := by
  have hpq : 0 < π * q0 := mul_pos Real.pi_pos hq
  have hE := one_le_ellE (k := k) (by nlinarith)
  rw [div_eq_div_iff (by linarith) hpq.ne'] at hc
  rw [(soliton_period hm hk hk1 h L).1 hL, div_eq_div_iff hm.ne' hpq.ne']
  linear_combination 2 * ellK k * hc

end

end ChiralSolitonLattice
```

```lean
#print axioms ChiralSolitonLattice.soliton_period
#print axioms ChiralSolitonLattice.critical_field
#print axioms ChiralSolitonLattice.period_of_condition
```

```
'ChiralSolitonLattice.soliton_period' depends on axioms: [propext, Classical.choice, Quot.sound]
'ChiralSolitonLattice.critical_field' depends on axioms: [propext, Classical.choice, Quot.sound]
'ChiralSolitonLattice.period_of_condition' depends on axioms: [propext, Classical.choice, Quot.sound]
```

`IsProfile m k φ p` collects your model: `slope` says that p is the derivative of φ, `sineGordon` says that p' = m² sin φ, and the other two fields are the data at x = 0. Both equations hold on the whole real line. `ellK` and `ellE` take the modulus k, not the parameter k², and `invSlope` is g.

`winding` is the repetition law for every x, and `soliton_period` is the equivalence between φ(L) = 2π and L = 2kK(k)/m. `critical_field` says that some k in (0, 1) meets the condition exactly when m² < (πq0/4)². `period_of_condition` combines the condition with a profile to give the second formula for L.

A profile is assumed in `winding`, `soliton_period` and `period_of_condition`, not constructed. The condition on k is also an input. Physically, it selects the spacing that minimises the mean energy density, with ½φ'² − q0φ' − m² cos φ as the density. `critical_field` thus settles when that equation can be solved; it does not compare the energies of competing magnetic states. The model is classical and continuous, with a single angle: it leaves out the atomic lattice, thermal fluctuations and tilting of the spins towards the axis.

## Substitution without an inverse function

`first_integral` differentiates the conserved quantity and uses `is_const_of_deriv_eq_zero` to equate its values at x and 0; `linear_combination` does the remaining algebra. `slope_eq` chooses the sign of the root. If p were not positive somewhere, the intermediate value theorem would supply a zero, which contradicts `radicand_pos`.

The central device is `intervalIntegral.integral_comp_mul_deriv`, used in `position_of_angle`. A textbook would invert φ and integrate dx/dφ. This lemma instead equates the integral of g(φ(y)) φ'(y) over positions with the integral of g over angles. It asks for the derivative of φ, continuity of that derivative, and continuity of g, which `continuous_invSlope` provides. No inverse of φ is needed. Interval integrals in Mathlib are oriented, so the same line also handles negative x.

`length_of_turn` halves the angle and evaluates the two quarter turns as `h2` and `h3`. In `winding`, `hmono` makes T injective and `hper` gives the periodicity of g; Mathlib's `intervalIntegral_add_eq` then moves the integral over one turn to start at 0. `soliton_period` reads its forward direction from `position_of_angle` and its reverse from `winding` at x = 0.

`one_le_ellE` compares the two integrands pointwise. In `critical_field`, that bound gives the necessary condition and also keeps the denominator nonzero. For the converse, `intermediate_value_Ioo` returns a k strictly inside (0, 1), as required. `period_of_condition` clears denominators and substitutes.

## From field to spacing

In a calculation, m and q0 are given and k is the unknown. One solves πq0 k = 4mE(k) for k between 0 and 1, then evaluates L. As k increases, E(k) decreases, so k/E(k) increases: there is exactly one root below the limiting field, and none at or above it.

Take m/q0 ≈ 0.4112. The root is k = 1/√2, with K ≈ 1.8541 and E ≈ 1.3506. Then q0L ≈ 6.377, against 2π ≈ 6.283 for the undistorted helix. The field is about 27% of its limiting value, yet the period has grown by only about 1.5%. Near the limit, k approaches 1, K(k) diverges, and the twists move far apart.

Within this classical one-angle continuum model, L is the length of a periodic simulation cell that holds one twist at its preferred spacing.
